# A cell of positive volume has stationary enthalpy exactly when its stress is $-P I$

A one-dimensional cell of length $a>0$ and differentiable energy $E(a)$ has enthalpy $E(a)+Pa$ at external pressure $P$, and the slope $E'(a)+P$ vanishes exactly when the stress $E'(a)$ equals $-P$. The Lean file below proves the same for an $n\times n$ cell matrix, where the stress is a matrix and, for $n\ge 2$, the cell can change its shape as well as its volume.

```lean
import Mathlib

open Matrix Topology

noncomputable section

namespace VariableCellRelaxation

variable {n : Type*} [Fintype n] [DecidableEq n]

/-- The function `f` of the cell matrix has at `A` the derivative `D K` along every direction `K`,
with `D` linear. -/
def HasCellDerivative (f : Matrix n n ℝ → ℝ) (D : Matrix n n ℝ →ₗ[ℝ] ℝ)
    (A : Matrix n n ℝ) : Prop :=
  ∀ K : Matrix n n ℝ, HasDerivAt (fun t : ℝ => f (A + t • K)) (D K) 0

/-- The stress of a cell `A` with nonzero volume `det A`, when the energy has derivative `D` at `A`:
the derivative along each elementary strain, per volume. -/
def cauchyStress (D : Matrix n n ℝ →ₗ[ℝ] ℝ) (A : Matrix n n ℝ) : Matrix n n ℝ :=
  Matrix.of fun i j => D (Matrix.single i j (1 : ℝ) * A) / A.det

/-- The enthalpy `E + P V` of a cell at external pressure `P`. -/
def enthalpy (E : Matrix n n ℝ → ℝ) (P : ℝ) (A : Matrix n n ℝ) : ℝ :=
  E A + P * A.det

/-- The residual stress `s + P I` of a cell `A` with nonzero volume at external pressure `P`. -/
def residualStress (D : Matrix n n ℝ →ₗ[ℝ] ℝ) (A : Matrix n n ℝ) (P : ℝ) : Matrix n n ℝ :=
  cauchyStress D A + P • (1 : Matrix n n ℝ)

omit [DecidableEq n] in
/-- A nonzero strain has positive squared length `tr(tᵀ t)`. -/
theorem trace_transpose_mul_self_pos {t : Matrix n n ℝ} (ht : t ≠ 0) :
    0 < (tᵀ * t).trace := by
  have key : (tᵀ * t).trace = ∑ j, ∑ i, t i j * t i j := by
    simp only [Matrix.trace, Matrix.diag_apply, Matrix.mul_apply, Matrix.transpose_apply]
  have hent : ∀ j, ∀ i ∈ Finset.univ, 0 ≤ t i j * t i j := fun j i _ => mul_self_nonneg _
  have hcol : ∀ j ∈ Finset.univ, 0 ≤ ∑ i, t i j * t i j :=
    fun j _ => Finset.sum_nonneg (hent j)
  rw [key]
  refine lt_of_le_of_ne (Finset.sum_nonneg hcol) fun h0 => ht ?_
  ext i j
  have h1 := (Finset.sum_eq_zero_iff_of_nonneg hcol).1 h0.symm j (Finset.mem_univ j)
  have h2 := (Finset.sum_eq_zero_iff_of_nonneg (hent j)).1 h1 i (Finset.mem_univ i)
  exact mul_self_eq_zero.1 h2

/-- Virtual work: the derivative `D` along a strain `h` of the cell is `V tr(sᵀ h)`. -/
theorem virtual_work (D : Matrix n n ℝ →ₗ[ℝ] ℝ) {A : Matrix n n ℝ} (hA : 0 < A.det)
    (h : Matrix n n ℝ) : A.det * ((cauchyStress D A)ᵀ * h).trace = D (h * A) := by
  have hne : A.det ≠ 0 := hA.ne'
  -- expand the strain in elementary strains
  have hh : h = ∑ i, ∑ j, h i j • Matrix.single i j (1 : ℝ) :=
    (matrix_eq_sum_single h).trans (by simp only [smul_single, smul_eq_mul, mul_one])
  have key : D (h * A) = ∑ i, ∑ j, h i j * D (Matrix.single i j (1 : ℝ) * A) :=
    (congrArg (fun X => D (X * A)) hh).trans
      (by simp only [Finset.sum_mul, Matrix.smul_mul, map_sum, map_smul, smul_eq_mul])
  have tr : ((cauchyStress D A)ᵀ * h).trace = ∑ i, ∑ j, cauchyStress D A i j * h i j := by
    rw [Finset.sum_comm]
    simp only [Matrix.trace, Matrix.diag_apply, Matrix.mul_apply, Matrix.transpose_apply]
  rw [key, tr, Finset.mul_sum]
  refine Finset.sum_congr rfl fun i _ => ?_
  rw [Finset.mul_sum]
  refine Finset.sum_congr rfl fun j _ => ?_
  have e : A.det * cauchyStress D A i j = D (Matrix.single i j (1 : ℝ) * A) := by
    simp only [cauchyStress, of_apply]
    field_simp
  linear_combination h i j * e

/-- A matrix that satisfies the virtual-work identity for all strains of a cell of positive volume
is equal to the stress. -/
theorem cauchyStress_unique (D : Matrix n n ℝ →ₗ[ℝ] ℝ) {A s : Matrix n n ℝ} (hA : 0 < A.det)
    (hs : ∀ h, A.det * (sᵀ * h).trace = D (h * A)) : s = cauchyStress D A := by
  by_contra hne
  have h3 := mul_pos hA (trace_transpose_mul_self_pos (sub_ne_zero.2 hne))
  have h1 := hs (s - cauchyStress D A)
  have h2 := virtual_work D hA (s - cauchyStress D A)
  rw [transpose_sub, Matrix.sub_mul, trace_sub, mul_sub, h1, h2, sub_self] at h3
  exact lt_irrefl _ h3

/-- The derivative along any change `K` of the cell matrix is `V tr(sᵀ K A⁻¹)`. -/
theorem cell_derivative (D : Matrix n n ℝ →ₗ[ℝ] ℝ) {A : Matrix n n ℝ} (hA : 0 < A.det)
    (K : Matrix n n ℝ) : D K = A.det * ((cauchyStress D A)ᵀ * (K * A⁻¹)).trace := by
  rw [virtual_work D hA, Matrix.mul_assoc, nonsing_inv_mul A hA.ne'.isUnit, Matrix.mul_one]

/-- The derivative of the determinant of `A` along a strain `h` is `det A` times `tr h`. -/
theorem volume_derivative (A h : Matrix n n ℝ) :
    HasDerivAt (fun t : ℝ => (A + t • (h * A)).det) (A.det * h.trace) 0 := by
  -- along the strain the volume is a polynomial with linear coefficient `V tr h`
  obtain ⟨q, hq⟩ : ∃ q : Polynomial ℝ, ∀ t : ℝ,
      (1 + t • h).det = 1 + h.trace * t + q.eval t * t ^ 2 := by
    refine ⟨(Matrix.det (1 + (Polynomial.X : Polynomial ℝ) •
      h.map Polynomial.C)).divX.divX, fun t => ?_⟩
    rw [det_one_add_smul]
  obtain ⟨r, hr⟩ : ∃ r : Polynomial ℝ, r = Polynomial.C A.det *
    (1 + Polynomial.C h.trace * Polynomial.X + q * Polynomial.X ^ 2) := ⟨_, rfl⟩
  have hr' : r.derivative.eval 0 = A.det * h.trace := by
    simp [hr, Polynomial.derivative_mul]
  have hf : (fun t : ℝ => (A + t • (h * A)).det) = fun t => r.eval t := by
    funext t
    have e : A + t • (h * A) = (1 + t • h) * A := by
      rw [Matrix.add_mul, Matrix.one_mul, Matrix.smul_mul]
    rw [e, det_mul, hq, hr]
    simp only [Polynomial.eval_mul, Polynomial.eval_add, Polynomial.eval_C,
      Polynomial.eval_one, Polynomial.eval_X, Polynomial.eval_pow]
    ring
  rw [hf, ← hr']
  exact r.hasDerivAt 0

/-- The derivative of the enthalpy along a strain `h` is `V tr((s + P I)ᵀ h)`. -/
theorem enthalpy_derivative {E : Matrix n n ℝ → ℝ} {D : Matrix n n ℝ →ₗ[ℝ] ℝ}
    {A : Matrix n n ℝ} (hE : HasCellDerivative E D A) (hA : 0 < A.det) (P : ℝ)
    (h : Matrix n n ℝ) :
    HasDerivAt (fun t : ℝ => enthalpy E P (A + t • (h * A)))
      (A.det * ((residualStress D A P)ᵀ * h).trace) 0 := by
  simp only [enthalpy]
  refine ((hE (h * A)).fun_add ((volume_derivative A h).const_mul P)).congr_deriv ?_
  rw [← virtual_work D hA h, residualStress, transpose_add, transpose_smul, transpose_one,
    Matrix.add_mul, Matrix.smul_mul, Matrix.one_mul, trace_add, trace_smul, smul_eq_mul]
  ring

/-- The enthalpy is stationary at the cell `A` exactly when the stress is `-P I`. -/
theorem enthalpy_stationary_iff {E : Matrix n n ℝ → ℝ} {D : Matrix n n ℝ →ₗ[ℝ] ℝ}
    {A : Matrix n n ℝ} (hE : HasCellDerivative E D A) (hA : 0 < A.det) (P : ℝ) :
    HasCellDerivative (enthalpy E P) 0 A ↔
      cauchyStress D A = -(P • (1 : Matrix n n ℝ)) := by
  constructor
  · intro h0
    by_contra hne
    have hres : residualStress D A P ≠ 0 := fun h => hne (eq_neg_of_add_eq_zero_left h)
    -- test with the residual stress itself
    have hp := mul_pos hA (trace_transpose_mul_self_pos hres)
    have h1 := (enthalpy_derivative hE hA P (residualStress D A P)).unique
      (h0 (residualStress D A P * A))
    rw [h1, LinearMap.zero_apply] at hp
    exact lt_irrefl _ hp
  · intro hs K
    -- every change of the cell is a strain, since the cell is invertible
    have hK : K * A⁻¹ * A = K := by
      rw [Matrix.mul_assoc, nonsing_inv_mul A hA.ne'.isUnit, Matrix.mul_one]
    have h1 := enthalpy_derivative hE hA P (K * A⁻¹)
    rw [hK, residualStress, hs, neg_add_cancel, transpose_zero, Matrix.zero_mul,
      trace_zero, mul_zero] at h1
    rw [LinearMap.zero_apply]
    exact h1

/-- If the stress is not `-P I`, every sufficiently small positive step along the strain
`-(s + P I)` lowers the enthalpy. -/
theorem relaxation_step_descends {E : Matrix n n ℝ → ℝ} {D : Matrix n n ℝ →ₗ[ℝ] ℝ}
    {A : Matrix n n ℝ} (hE : HasCellDerivative E D A) (hA : 0 < A.det) (P : ℝ)
    (hs : cauchyStress D A ≠ -(P • (1 : Matrix n n ℝ))) :
    ∀ᶠ τ : ℝ in 𝓝[>] 0,
      enthalpy E P ((1 - τ • residualStress D A P) * A) < enthalpy E P A := by
  have hres : residualStress D A P ≠ 0 := fun h => hs (eq_neg_of_add_eq_zero_left h)
  have hp := mul_pos hA (trace_transpose_mul_self_pos hres)
  have h1 := enthalpy_derivative hE hA P (-residualStress D A P)
  rw [Matrix.mul_neg, trace_neg, mul_neg] at h1
  -- a negative slope at zero means descent for small positive steps
  filter_upwards [h1.tendsto_slope_zero_right.eventually_lt_const (neg_lt_zero.2 hp),
    self_mem_nhdsWithin] with τ h2 h3
  have e : (1 - τ • residualStress D A P) * A = A + τ • (-residualStress D A P * A) := by
    rw [Matrix.sub_mul, Matrix.one_mul, Matrix.smul_mul, Matrix.neg_mul, smul_neg,
      sub_eq_add_neg]
  simp only [zero_add, zero_smul, add_zero, smul_eq_mul] at h2
  rw [e]
  by_contra hge
  have h4 := mul_nonneg (inv_nonneg.2 (Set.mem_Ioi.1 h3).le) (sub_nonneg.2 (not_lt.1 hge))
  linarith

end VariableCellRelaxation
```

```lean
#print axioms VariableCellRelaxation.cauchyStress_unique
#print axioms VariableCellRelaxation.cell_derivative
#print axioms VariableCellRelaxation.enthalpy_stationary_iff
#print axioms VariableCellRelaxation.relaxation_step_descends
```

```
'VariableCellRelaxation.cauchyStress_unique' depends on axioms: [propext, Classical.choice, Quot.sound]
'VariableCellRelaxation.cell_derivative' depends on axioms: [propext, Classical.choice, Quot.sound]
'VariableCellRelaxation.enthalpy_stationary_iff' depends on axioms: [propext, Classical.choice, Quot.sound]
'VariableCellRelaxation.relaxation_step_descends' depends on axioms: [propext, Classical.choice, Quot.sound]
```

## Cell, strain and stress

The columns of the matrix $A$ are the lattice vectors, and $V=\det A>0$ is the volume. A strain $h$ takes the cell to $(1+h)A$, so it changes $A$ by $hA$. The energy `E` is a function of the cell alone: the atoms either keep their fractional coordinates or have been relaxed for each cell.

`HasCellDerivative E D A` says that $E(A+tK)$ has derivative $D(K)$ at $t=0$ for every matrix $K$, with $D$ linear. Differentiability in the usual (Fréchet) sense implies this. It is an assumption about the energy surface, and it can fail, for instance, where two electronic states cross and the ground-state energy has a kink.

With $e_{ij}$ the matrix that has a single 1 at position $(i,j)$, `cauchyStress D A` is
$$s_{ij}=\frac{D(e_{ij}A)}{V}.$$
In this sign convention a cell under hydrostatic compression has negative diagonal stress. `enthalpy E P` is $E+P\det$, and `residualStress D A P` is $R=s+PI$.

The main theorem, `enthalpy_stationary_iff`, states that all directional derivatives of the enthalpy at $A$ vanish if and only if $s=-PI$. The `0` in `HasCellDerivative (enthalpy E P) 0 A` is the zero linear map. For variable-cell relaxation in electronic-structure work, this identifies the stress condition with a stationary point of a differentiable enthalpy that depends on the cell only. The point may be a minimum, a maximum or a saddle. Rotational invariance of $E$ is not assumed, and the file makes no statement about the symmetry of $s$.

## From virtual work to the pressure condition

**Virtual work.** Write $h=\sum_{ij}h_{ij}e_{ij}$. Since $D$ is linear,
$$D(hA)=\sum_{ij}h_{ij}D(e_{ij}A)=V\sum_{ij}s_{ij}h_{ij}=V\,\mathrm{tr}(s^Th).$$
In `virtual_work`, `hh` is the expansion of $h$, `key` and `tr` write the two sides as double sums, and the sums are then compared term by term.

**Uniqueness.** If $s'$ satisfies the same identity, then $t=s'-s$ obeys $V\,\mathrm{tr}(t^Th)=0$ for all $h$. The choice $h=t$ gives $V\sum_{ij}t_{ij}^2=0$, hence $t=0$. The positivity of this sum for $t\neq0$ is `trace_transpose_mul_self_pos`, and `cauchyStress_unique` draws the conclusion. The explicit formula and the definition by virtual work therefore give the same stress.

**Arbitrary changes of the cell.** Because $A$ is invertible, any $K$ is a strain of the cell: $K=hA$ with $h=KA^{-1}$. Virtual work becomes
$$D(K)=V\,\mathrm{tr}(s^TKA^{-1}),$$
which is `cell_derivative`.

**Volume.** We have $\det(A+t\,hA)=\det(1+th)\,V$. In the expansion of $\det(1+th)$, every term except the diagonal product contains at least two off-diagonal factors, each proportional to $t$. The diagonal product is $\prod_i(1+th_{ii})=1+t\,\mathrm{tr}\,h+O(t^2)$. The derivative at $t=0$ is therefore $V\,\mathrm{tr}\,h$. This is Jacobi's formula along the directions $hA$, which are all directions when $A$ is invertible. In `volume_derivative`, the lemma `det_one_add_smul` supplies the remainder as a polynomial times $t^2$, and the resulting polynomial is differentiated at zero.

**Enthalpy.** Adding the two contributions gives the derivative along $hA$,
$$V\,\mathrm{tr}(s^Th)+PV\,\mathrm{tr}\,h=V\,\mathrm{tr}(R^Th),$$
which is `enthalpy_derivative`.

**Equivalence.** If the enthalpy is stationary, take $h=R$. Then $V\,\mathrm{tr}(R^TR)=0$, so $R=0$ and $s=-PI$. Lean argues by contradiction: for $R\neq0$ the same function would have both a positive and a zero derivative, which `unique` forbids. Conversely, if $R=0$, the derivative vanishes along every $hA$, and `hK` writes an arbitrary $K$ in this form.

**Descent.** Along $h=-R$ the slope is $-V\,\mathrm{tr}(R^TR)$, which is negative when $s\neq-PI$. The difference quotient tends to this slope, so it is negative for all sufficiently small $\tau>0$, and the enthalpy falls. That is `relaxation_step_descends`; the notation `∀ᶠ τ : ℝ in 𝓝[>] 0` means "for all $\tau$ between 0 and some positive bound". The theorem gives no value for the bound and does not show that repeated steps converge.

## A simple relaxation scheme

A step of steepest descent in the strain computes the stress, forms $R=s+PI$ and updates
$$A\leftarrow(1-\tau R)A.$$
The run can be stopped when every entry of $R$ is below a tolerance in absolute value. If the atoms keep their fractional coordinates during the run, the forces on them need not vanish at its end. If a program reports stress with the opposite sign, the sign must be changed before $P$ is added. A component of the stress can be tested by a central difference,
$$s_{ij}\approx\frac{E((1+\varepsilon e_{ij})A)-E((1-\varepsilon e_{ij})A)}{2\varepsilon V},$$
with a small $\varepsilon>0$.

## Zero and negative determinants

The following example is mathematical and is not the energy of a physical cell. Take $n=1$, $E(a)=a$ and $P=0$. At $a=0$ no strain changes the cell, so the virtual-work identity reads $0=0$ and every number $s$ satisfies it, including $s=0=-P$. The slope of the enthalpy is nevertheless 1, and the equivalence fails.

At $a=-1$ the determinant is negative. The formula gives $s=D(-1)/(-1)=1$, so $R=1$, and the step leads to $(1-\tau)(-1)=-1+\tau$. The enthalpy rises from $-1$ to $-1+\tau$. Descent along $-R$ thus depends on the sign of the determinant, and a cell with negative determinant should first be given a positive one by reversing one lattice vector, with the sign of the corresponding fractional coordinate changed to match.
